# The uniform average over configurations factorises for a function of one site's entry and a quantity independent of that entry

A configuration assigns to each of finitely many sites an entry from a finite nonempty set `K`, and all configurations are equally likely. Let `g` be a complex function of the entry at site `i`, and `F` a complex function of the configuration that does not change when that entry is replaced. The theorem says that the mean of their product is the mean of `g` over `K` times the mean of `F` over configurations. The proof adds a spare entry, summed over `K`, and exchanges it with the entry at `i`, which turns the sum of the product into a product of sums. Dividing by the numbers of outcomes then gives the means.

In Lean, a first try:

```lean
import Mathlib

open Matrix
open scoped ComplexConjugate

namespace MeanFactor

noncomputable section

variable {n K Ω ι : Type*} [Fintype n] [DecidableEq n] [Fintype K] [Fintype Ω]

/-- Average of a complex quantity over a nonempty finite set of equally likely outcomes. -/
def mean (f : Ω → ℂ) : ℂ := (∑ ω, f ω) / (Fintype.card Ω : ℂ)

/-- Independence: a function of the entry at site `i` averages separately from any quantity
that does not depend on that entry. -/
theorem mean_factor [Nonempty K] (i : n) (g : K → ℂ) (F : (n → K) → ℂ)
    (hF : ∀ c a, F (Function.update c i a) = F c) :
    mean (fun c : n → K => g (c i) * F c) = mean g * mean F := by
  have hK : (Fintype.card K : ℂ) ≠ 0 := Nat.cast_ne_zero.mpr Fintype.card_ne_zero
  have hN : (Fintype.card (n → K) : ℂ) ≠ 0 := Nat.cast_ne_zero.mpr Fintype.card_ne_zero
  -- exchange the entry at site `i` with an independent fresh copy
  let e : K × (n → K) ≃ K × (n → K) :=
    { toFun := fun x => (x.2 i, Function.update x.2 i x.1)
      invFun := fun x => (x.2 i, Function.update x.2 i x.1)
      left_inv := by rintro ⟨a, c⟩; simp
      right_inv := by rintro ⟨a, c⟩; simp }
  have key : (Fintype.card K : ℂ) * ∑ c : n → K, g (c i) * F c
      = (∑ a, g a) * ∑ c, F c := by
    calc _ = ∑ x : K × (n → K), g (x.2 i) * F x.2 := by
            rw [Fintype.sum_prod_type, Finset.sum_const, Finset.card_univ, nsmul_eq_mul]
      _ = ∑ x : K × (n → K), g x.1 * F x.2 := Fintype.sum_equiv e _ _ (fun x => by
            change _ = g (x.2 i) * F (Function.update x.2 i x.1)
            rw [hF])
      _ = _ := by rw [Fintype.sum_prod_type, Finset.sum_mul_sum]
  simp only [mean]
  rw [div_mul_div_comm, div_eq_div_iff hN (mul_ne_zero hK hN)]
  linear_combination (Fintype.card (n → K) : ℂ) * key

end

end MeanFactor
```

Lean reports:

```
Main.lean:31:39: error: Tactic `rewrite` failed: Did not find an occurrence of the pattern
  ∑ _x ∈ ?m.200, ?b
in the target expression
  ↑(Fintype.card K) * ∑ c, g (c i) * F c = ∑ x, ∑ y, g ((x, y).2 i) * F (x, y).2

n : Type u_1
K : Type u_2
inst✝³ : Fintype n
inst✝² : DecidableEq n
inst✝¹ : Fintype K
inst✝ : Nonempty K
i : n
g : K → ℂ
F : (n → K) → ℂ
hF : ∀ (c : n → K) (a : K), F (Function.update c i a) = F c
hK : ↑(Fintype.card K) ≠ 0
hN : ↑(Fintype.card (n → K)) ≠ 0
e : K × (n → K) ≃ K × (n → K) :=
  { toFun := fun x => (x.2 i, Function.update x.2 i x.1), invFun := fun x => (x.2 i, Function.update x.2 i x.1),
    left_inv := ⋯, right_inv := ⋯ }
⊢ ↑(Fintype.card K) * ∑ c, g (c i) * F c = ∑ x, ∑ y, g ((x, y).2 i) * F (x, y).2
```

After these edits no error is left:

```diff
@@ -29,5 +29,7 @@
       = (∑ a, g a) * ∑ c, F c := by
     calc _ = ∑ x : K × (n → K), g (x.2 i) * F x.2 := by
-            rw [Fintype.sum_prod_type, Finset.sum_const, Finset.card_univ, nsmul_eq_mul]
+            rw [Fintype.sum_prod_type]
+            dsimp only
+            rw [Finset.sum_const, Finset.card_univ, nsmul_eq_mul]
       _ = ∑ x : K × (n → K), g x.1 * F x.2 := Fintype.sum_equiv e _ _ (fun x => by
             change _ = g (x.2 i) * F (Function.update x.2 i x.1)
```

What went wrong. The error is in the first step of the `calc` block, where the sum over pairs should reduce to the number of elements of `K` times a sum over configurations. `Fintype.sum_prod_type` does split the sum in two, but it leaves the summand written with `(x, y).2`. This pair projection is equal to `y`, yet the expression still mentions `x`.

`Finset.sum_const` applies only to a sum whose term does not contain the summation variable: in the pattern of the message, `?b` may not depend on `_x`. The outer sum runs over `x`, and its term, the inner sum, still contains `x` as written. The rewrite does not simplify the projections for itself, so it finds no match.

The repair splits the `rw` in two and puts `dsimp only` between the parts. This reduces `(x, y).2` to `y`, so `x` disappears from the inner sum and `Finset.sum_const` can match the outer one. The remaining rewrites are the same as before, and turn the constant sum into multiplication by `Fintype.card K`.
